# For quantum projectors P and Q, Q − P is positive semidefinite exactly when QP = P

The theorem `posSemidef_sub_iff` concerns two yes-no propositions about a quantum system with finitely many levels, given as Hermitian idempotent matrices P and Q. It says that Q − P is positive semidefinite if and only if QP = P; in physical terms, "yes" to P is at most as probable as "yes" to Q in every normalised state exactly when the range of P lies within that of Q. For the forward direction, the proof tests positivity on vectors y = (1 − Q)x, not necessarily normalised, which Q sends to zero. This leaves minus the squared length of Py, which can be non-negative only if Py = 0, so P = PQ, and taking adjoints gives P = QP. For the converse, the proof shows that D = Q − P is itself a projector, so that D = D†D is positive semidefinite.

This version doesn't compile in Lean 4 with Mathlib:

```lean
import Mathlib

open Matrix
open scoped ComplexOrder

namespace PosSemidefSubIff

noncomputable section

variable {n : Type*} [Fintype n] [DecidableEq n]

/-- A yes-no proposition about a quantum system with finitely many levels:
a Hermitian idempotent matrix. -/
structure IsProjector (P : Matrix n n ℂ) : Prop where
  herm : P.IsHermitian
  idem : P * P = P

/-- Two matrices that act in the same way on every state vector are equal. -/
theorem eq_of_mulVec_eq {A B : Matrix n n ℂ} (h : ∀ x, A *ᵥ x = B *ᵥ x) : A = B := by
  ext i j
  simpa using congrFun (h (Pi.single j 1)) i

omit [DecidableEq n] in
/-- For a projector `P` and any vector `x`, the number `x† P x` is the squared length of the
projected vector `P x`. -/
theorem expectation_eq {P : Matrix n n ℂ} (hP : IsProjector P) (x : n → ℂ) :
    star x ⬝ᵥ (P *ᵥ x) = star (P *ᵥ x) ⬝ᵥ (P *ᵥ x) := by
  rw [Matrix.star_mulVec, hP.herm.eq, ← Matrix.dotProduct_mulVec, Matrix.mulVec_mulVec,
    hP.idem]

omit [DecidableEq n] in
/-- For projectors `P` and `Q`, the difference `Q - P` is a projector if `Q P = P`. -/
theorem IsProjector.sub {P Q : Matrix n n ℂ} (hP : IsProjector P) (hQ : IsProjector Q)
    (h : Q * P = P) : IsProjector (Q - P) where
  herm := hQ.herm.sub hP.herm
  idem := by
    -- the adjoint of `Q P = P` is `P Q = P`
    have h' := congrArg Matrix.conjTranspose h
    rw [Matrix.conjTranspose_mul, hP.herm.eq, hQ.herm.eq] at h'
    rw [sub_mul, mul_sub, mul_sub, hQ.idem, h, h', hP.idem, sub_self, sub_zero]

/-- **Quantum logic order.** For projectors `P` and `Q`, the difference `Q - P` is positive
semidefinite if and only if `Q P = P`. -/
theorem posSemidef_sub_iff {P Q : Matrix n n ℂ} (hP : IsProjector P) (hQ : IsProjector Q) :
    (Q - P).PosSemidef ↔ Q * P = P := by
  constructor
  · intro h
    -- test positivity on vectors `y = (1 - Q) x`, which `Q` annihilates
    have key : ∀ x, (P * (1 - Q)) *ᵥ x = (0 : Matrix n n ℂ) *ᵥ x := by
      intro x
      rw [← Matrix.mulVec_mulVec, Matrix.zero_mulVec]
      have hy : Q *ᵥ ((1 - Q) *ᵥ x) = 0 := by
        rw [Matrix.mulVec_mulVec, mul_sub, mul_one, hQ.idem, sub_self, Matrix.zero_mulVec]
      have h0 := h.dotProduct_mulVec_nonneg ((1 - Q) *ᵥ x)
      rw [Matrix.sub_mulVec, hy, zero_sub, dotProduct_neg, expectation_eq hP] at h0
      exact dotProduct_star_self_eq_zero.1
        (le_antisymm (neg_nonneg.1 h0) (dotProduct_star_self_nonneg _))
    have h1 := eq_of_mulVec_eq key
    rw [mul_sub, mul_one, sub_eq_zero] at h1
    -- the adjoint of `P = P Q` is `P = Q P`
    have h2 := congrArg Matrix.conjTranspose h1
    rw [Matrix.conjTranspose_mul, hP.herm.eq, hQ.herm.eq] at h2
    exact h2.symm
  · intro h
    -- the difference is a projector `D`, and `D = Dᴴ D` is positive
    have hD := hP.sub hQ h
    have hpos := Matrix.posSemidef_conjTranspose_mul_self (Q - P)
    rwa [hD.herm.eq, hD.idem] at hpos

end

end PosSemidefSubIff
```

The compiler's answer:

```
Main.lean:55:29: error: Tactic `rewrite` failed: Did not find an occurrence of the pattern
  Q *ᵥ (1 - Q) *ᵥ x
in the target expression
  0 ≤ star (1 *ᵥ x - Q *ᵥ x) ⬝ᵥ (Q - P) *ᵥ (1 *ᵥ x - Q *ᵥ x)

n : Type u_1
inst✝¹ : Fintype n
inst✝ : DecidableEq n
P Q : Matrix n n ℂ
hP : IsProjector P
hQ : IsProjector Q
h : (Q - P).PosSemidef
x : n → ℂ
hy : Q *ᵥ (1 - Q) *ᵥ x = 0
h0 : 0 ≤ star (1 *ᵥ x - Q *ᵥ x) ⬝ᵥ (Q - P) *ᵥ (1 *ᵥ x - Q *ᵥ x)
⊢ P *ᵥ (1 - Q) *ᵥ x = 0
```

The error comes from a rewrite that acted in the wrong place. Without arguments, `Matrix.sub_mulVec` can expand any difference of matrices applied to a vector, and `h0` contains two kinds: `(Q - P)` applied to the test vector, and the test vector `(1 - Q) *ᵥ x` itself. Lean's `rw` settled on the second and expanded it in both places where it occurs, as the target in the message shows, leaving `Q - P` intact. The next rewrite, by `hy`, looks for `Q *ᵥ (1 - Q) *ᵥ x`, which is no longer there to be found.

The repair writes `Matrix.sub_mulVec Q P`, which fixes the two matrices, so that only the product with `Q - P` can match. The test vector stays whole, and the expansion produces the term `Q *ᵥ (1 - Q) *ᵥ x`, which `hy` replaces by zero. The remaining rewrites then go through as written.

This version goes through:

```diff
@@ -53,5 +53,5 @@
         rw [Matrix.mulVec_mulVec, mul_sub, mul_one, hQ.idem, sub_self, Matrix.zero_mulVec]
       have h0 := h.dotProduct_mulVec_nonneg ((1 - Q) *ᵥ x)
-      rw [Matrix.sub_mulVec, hy, zero_sub, dotProduct_neg, expectation_eq hP] at h0
+      rw [Matrix.sub_mulVec Q P, hy, zero_sub, dotProduct_neg, expectation_eq hP] at h0
       exact dotProduct_star_self_eq_zero.1
         (le_antisymm (neg_nonneg.1 h0) (dotProduct_star_self_nonneg _))
```
